# The ½-singlet, ¼-triplet pair operator acts as 3/8 plus 1/8 of the orbital swap exactly on antisymmetric states

If every alpha-beta pair in an open-shell F12 calculation is given the singlet amplitude $1/2$, the triplet part that such a pair can contain gets twice its proper amplitude of $1/4$. The combination $3/8 + P/8$, where $P$ exchanges the two orbitals and leaves the spins in place, reproduces the correct singlet and triplet weights exactly on the two-electron states that are antisymmetric under full exchange.

```lean
import Mathlib

open scoped TensorProduct

namespace F12SpinAmplitudes

noncomputable section

variable {V : Type*} [AddCommGroup V] [Module ℂ V]

/-- A two-electron state over the orbital space `V`, given by its four spin components in
`V ⊗ V`; the spin index is 0 for alpha and 1 for beta. -/
abbrev PairState (V : Type*) [AddCommGroup V] [Module ℂ V] := Fin 2 → Fin 2 → V ⊗[ℂ] V

/-- The spatial swap `P`: it exchanges the orbitals of the two electrons and leaves their
spins in place. -/
def spatialSwap : PairState V →ₗ[ℂ] PairState V where
  toFun ψ := fun s t => TensorProduct.comm ℂ V V (ψ s t)
  map_add' ψ φ := by funext s t; simp
  map_smul' c ψ := by funext s t; simp

/-- The spin swap: it exchanges the spins of the two electrons and leaves their orbitals
in place. -/
def spinSwap : PairState V →ₗ[ℂ] PairState V where
  toFun ψ := fun s t => ψ t s
  map_add' _ _ := rfl
  map_smul' _ _ := rfl

/-- A state is fermionic if exchanging both orbitals and spins reverses its sign. -/
def IsFermionic (ψ : PairState V) : Prop := spatialSwap (spinSwap ψ) = -ψ

/-- The singlet projector, the antisymmetrizer of the two spins. -/
def singletProj : PairState V →ₗ[ℂ] PairState V := (1 / 2 : ℂ) • (LinearMap.id - spinSwap)

/-- The triplet projector, the symmetrizer of the two spins. -/
def tripletProj : PairState V →ₗ[ℂ] PairState V := (1 / 2 : ℂ) • (LinearMap.id + spinSwap)

/-- The operator that weights the singlet part of a pair by `cs` and the triplet part
by `ct`. -/
def pairOperator (cs ct : ℂ) : PairState V →ₗ[ℂ] PairState V :=
  cs • singletProj + ct • tripletProj

/-- The fixed-amplitude operator of F12 theory: one half on singlets, one quarter on
triplets. -/
def cuspOperator : PairState V →ₗ[ℂ] PairState V := pairOperator (1 / 2) (1 / 4)

theorem spinSwap_spinSwap (ψ : PairState V) : spinSwap (spinSwap ψ) = ψ := rfl

/-- Swapping the orbitals twice restores the state. -/
theorem spatialSwap_spatialSwap (ψ : PairState V) : spatialSwap (spatialSwap ψ) = ψ := by
  have key : ∀ x : V ⊗[ℂ] V,
      TensorProduct.comm ℂ V V (TensorProduct.comm ℂ V V x) = x := by
    intro x
    induction x using TensorProduct.induction_on with
    | zero => simp
    | tmul a b => simp
    | add x y hx hy => rw [map_add, map_add, hx, hy]
  funext s t
  exact key (ψ s t)

/-- The singlet and triplet projectors are idempotent, the singlet projector annihilates
triplet parts, and the two parts add up to the whole state. -/
theorem spin_projectors (ψ : PairState V) :
    singletProj (singletProj ψ) = singletProj ψ ∧
    tripletProj (tripletProj ψ) = tripletProj ψ ∧
    singletProj (tripletProj ψ) = 0 ∧
    singletProj ψ + tripletProj ψ = ψ := by
  refine ⟨?_, ?_, ?_, ?_⟩ <;>
  simp only [singletProj, tripletProj, LinearMap.smul_apply, LinearMap.sub_apply,
    LinearMap.add_apply, LinearMap.id_apply, map_smul, map_sub, map_add,
    spinSwap_spinSwap] <;>
  module

/-- The singlet projector fixes exactly the states with no alpha-alpha and no beta-beta
component whose beta-alpha component is minus the alpha-beta one. -/
theorem singletProj_eq_self_iff (ψ : PairState V) :
    singletProj ψ = ψ ↔ ψ 0 0 = 0 ∧ ψ 1 1 = 0 ∧ ψ 1 0 = -ψ 0 1 := by
  constructor
  · intro h
    have e : ∀ s t, (1 / 2 : ℂ) • (ψ s t - ψ t s) = ψ s t :=
      fun s t => congrFun (congrFun h s) t
    have diag : ∀ s, ψ s s = 0 := by
      intro s
      have hs := e s s
      rw [sub_self, smul_zero] at hs
      exact hs.symm
    refine ⟨diag 0, diag 1, ?_⟩
    linear_combination (norm := module) (-2 : ℂ) • e 1 0
  · rintro ⟨h0, h1, h2⟩
    have key : ∀ s t : Fin 2, ψ t s = -ψ s t := by
      simp only [Fin.forall_fin_two]
      exact ⟨⟨by rw [h0, neg_zero], h2⟩, ⟨by rw [h2, neg_neg], by rw [h1, neg_zero]⟩⟩
    funext s t
    change (1 / 2 : ℂ) • (ψ s t - ψ t s) = ψ s t
    rw [key s t]
    module

/-- The weighted pair operator is a combination of the identity and the spin swap. -/
theorem pairOperator_eq (cs ct : ℂ) (ψ : PairState V) :
    pairOperator cs ct ψ = ((cs + ct) / 2) • ψ - ((cs - ct) / 2) • spinSwap ψ := by
  simp only [pairOperator, singletProj, tripletProj, LinearMap.smul_apply,
    LinearMap.sub_apply, LinearMap.add_apply, LinearMap.id_apply]
  module

/-- A state is fermionic exactly when swapping its spins equals minus swapping its
orbitals. -/
theorem isFermionic_iff (ψ : PairState V) :
    IsFermionic ψ ↔ spinSwap ψ = -spatialSwap ψ := by
  unfold IsFermionic
  constructor
  · intro h
    rw [← spatialSwap_spatialSwap (spinSwap ψ), h, map_neg]
  · intro h
    rw [h, map_neg, spatialSwap_spatialSwap]

/-- For different singlet and triplet weights, the pair operator acts on a state as
`(cs + ct)/2 + (cs - ct)/2 P` exactly when the state is fermionic. -/
theorem pairOperator_spatial_iff {cs ct : ℂ} (hne : cs ≠ ct) (ψ : PairState V) :
    pairOperator cs ct ψ = ((cs + ct) / 2) • ψ + ((cs - ct) / 2) • spatialSwap ψ ↔
      IsFermionic ψ := by
  rw [pairOperator_eq, isFermionic_iff]
  constructor
  · intro h
    have hc : (cs - ct) / 2 ≠ 0 := div_ne_zero (sub_ne_zero.mpr hne) two_ne_zero
    -- the identity parts cancel, and the common factor is nonzero
    have h2 : ((cs - ct) / 2) • spinSwap ψ = ((cs - ct) / 2) • (-spatialSwap ψ) := by
      linear_combination (norm := module) (-1 : ℂ) • h
    exact smul_right_injective (PairState V) hc h2
  · intro h
    rw [h]
    module

/-- One half singlet projector plus one quarter triplet projector acts on a state as
`3/8 + P/8` exactly when the state is fermionic. -/
theorem cuspOperator_spatial_iff (ψ : PairState V) :
    cuspOperator ψ = (3 / 8 : ℂ) • ψ + (1 / 8 : ℂ) • spatialSwap ψ ↔ IsFermionic ψ := by
  have h := pairOperator_spatial_iff (cs := 1 / 2) (ct := 1 / 4) (by norm_num) ψ
  rw [show ((1 / 2 : ℂ) + 1 / 4) / 2 = 3 / 8 by norm_num,
    show ((1 / 2 : ℂ) - 1 / 4) / 2 = 1 / 8 by norm_num] at h
  exact h

/-- The operator multiplies the alpha-alpha and beta-beta components by one quarter. -/
theorem cuspOperator_same_spin (ψ : PairState V) (s : Fin 2) :
    cuspOperator ψ s s = (1 / 4 : ℂ) • ψ s s := by
  rw [cuspOperator, pairOperator_eq]
  change (((1 / 2 : ℂ) + 1 / 4) / 2) • ψ s s - (((1 / 2 : ℂ) - 1 / 4) / 2) • ψ s s = _
  module

/-- The unnormalized determinant of two electrons in orbitals `a` and `b` with spin
functions `χ` and `η`. -/
def slater (a : V) (χ : Fin 2 → ℂ) (b : V) (η : Fin 2 → ℂ) : PairState V :=
  fun s t => (χ s * η t) • (a ⊗ₜ[ℂ] b) - (η s * χ t) • (b ⊗ₜ[ℂ] a)

/-- Every two-electron determinant is fermionic. -/
theorem slater_isFermionic (a b : V) (χ η : Fin 2 → ℂ) :
    IsFermionic (slater a χ b η) := by
  funext s t
  change TensorProduct.comm ℂ V V (slater a χ b η t s) = -slater a χ b η s t
  simp only [slater, map_sub, map_smul, TensorProduct.comm_tmul]
  module

/-- For the determinant of `a` with spin alpha and `b` with spin beta, the alpha-beta component is
`a ⊗ b`, and the alpha-beta component of the determinant's image under the operator is `(3/8) a ⊗ b
+ (1/8) b ⊗ a`. -/
theorem cuspOperator_opposite_spin (a b : V) :
    slater a ![1, 0] b ![0, 1] 0 1 = a ⊗ₜ[ℂ] b ∧
    cuspOperator (slater a ![1, 0] b ![0, 1]) 0 1 =
      (3 / 8 : ℂ) • (a ⊗ₜ[ℂ] b) + (1 / 8 : ℂ) • (b ⊗ₜ[ℂ] a) := by
  have h01 : slater a ![1, 0] b ![0, 1] 0 1 = a ⊗ₜ[ℂ] b := by simp [slater]
  refine ⟨h01, ?_⟩
  rw [(cuspOperator_spatial_iff _).mpr (slater_isFermionic a b _ _)]
  change (3 / 8 : ℂ) • slater a ![1, 0] b ![0, 1] 0 1 +
    (1 / 8 : ℂ) • TensorProduct.comm ℂ V V (slater a ![1, 0] b ![0, 1] 0 1) = _
  rw [h01, TensorProduct.comm_tmul]

end

end F12SpinAmplitudes
```

```lean
#print axioms F12SpinAmplitudes.singletProj_eq_self_iff
#print axioms F12SpinAmplitudes.pairOperator_spatial_iff
#print axioms F12SpinAmplitudes.cuspOperator_same_spin
#print axioms F12SpinAmplitudes.cuspOperator_opposite_spin
```

```
'F12SpinAmplitudes.singletProj_eq_self_iff' depends on axioms: [propext, Classical.choice, Quot.sound]
'F12SpinAmplitudes.pairOperator_spatial_iff' depends on axioms: [propext, Classical.choice, Quot.sound]
'F12SpinAmplitudes.cuspOperator_same_spin' depends on axioms: [propext, Classical.choice, Quot.sound]
'F12SpinAmplitudes.cuspOperator_opposite_spin' depends on axioms: [propext, Classical.choice, Quot.sound]
```

## Four spin components and two kinds of swap

Let $V$ be the space of spatial orbitals. A state of two electrons with spin lives in $(V\otimes\mathbb C^2)\otimes(V\otimes\mathbb C^2)$. Sorting it by the spins of the two electrons gives four components $\psi_{st}\in V\otimes V$, where $s$ is the spin of the first electron and $t$ that of the second, with 0 for alpha and 1 for beta. The type `PairState V` is this family of components. The file works with them from the start and does not construct the isomorphism with the larger tensor product.

Write $\tau$ for the map on $V\otimes V$ that sends $a\otimes b$ to $b\otimes a$. Two operators then exchange one kind of label each:

$$(P\psi)_{st}=\tau(\psi_{st}),\qquad (\Sigma\psi)_{st}=\psi_{ts}.$$

The first is `spatialSwap`, the second `spinSwap`. Full exchange of the electrons is $P\Sigma$, and `IsFermionic ψ` says that $P\Sigma\psi=-\psi$.

The singlet and triplet projectors are

$$\Pi_S=\tfrac12(1-\Sigma),\qquad \Pi_T=\tfrac12(1+\Sigma).$$

Two theorems confirm that these definitions deserve their names. `spin_projectors` shows that both are idempotent, that $\Pi_S\Pi_T=0$ and that $\Pi_S+\Pi_T=1$. `singletProj_eq_self_iff` shows that $\Pi_S$ fixes exactly the states with $\psi_{00}=\psi_{11}=0$ and $\psi_{10}=-\psi_{01}$, which are an orbital part times the spin function $\alpha\beta-\beta\alpha$.

For complex weights $c_s$ and $c_t$, `pairOperator cs ct` is $c_s\Pi_S+c_t\Pi_T$, and `cuspOperator` is the case $Q=\tfrac12\Pi_S+\tfrac14\Pi_T$. Three theorems describe $Q$:

- `cuspOperator_spatial_iff`: $Q\psi=\tfrac38\psi+\tfrac18P\psi$ holds if and only if $\psi$ is fermionic.
- `cuspOperator_same_spin`: $(Q\psi)_{ss}=\tfrac14\psi_{ss}$ for each spin $s$. This needs no antisymmetry.
- `cuspOperator_opposite_spin`: for the determinant of $a$ with spin alpha and $b$ with spin beta, the alpha-beta component is $a\otimes b$, and after $Q$ has acted on the whole determinant this component is $\tfrac38\,a\otimes b+\tfrac18\,b\otimes a$.

The determinant `slater` is written without a normalisation factor. If $a$ and $b$ are normalised, the determinant with opposite spins has norm $\sqrt2$, whether or not $a$ and $b$ are orthogonal. For the normalised determinant, both the component and its image therefore carry a factor $1/\sqrt2$.

The space $V$ may have any dimension and carries no inner product. "Projector" accordingly means an idempotent linear map, and the tensor product is the algebraic one, whose elements are finite sums of orbital products, with no Hilbert-space completion.

## Cusp amplitudes for a pair of spin orbitals

The weights $1/2$ and $1/4$ stand for the cusp conditions at the point where two electrons meet. In atomic units, a singlet pair function that does not vanish there starts as a constant times $1+\tfrac12r_{12}$, where $r_{12}$ is the distance between the electrons. A triplet pair function that vanishes there to first order starts as its linear leading term times $1+\tfrac14r_{12}$. With a correlation factor whose slope in $r_{12}$ is one at coalescence, these slopes become fixed amplitudes. The file takes the two numbers as given: it contains neither a Hamiltonian nor a correlation factor.

In an open-shell calculation the pairs are usually labelled by spin orbitals and not by total spin. An alpha-beta determinant generally has both a singlet and a triplet part, so no single number serves as its amplitude. For the spin and orbital labels of one pair, with the correlation factor left aside, the theorems show that the right weighting needs only the two orbital products $a\otimes b$ and $b\otimes a$.

The second product puts the alpha electron in the orbital $b$ and the beta electron in $a$. Since $a$ and $b$ are arbitrary elements of the same space, the formula also applies when alpha and beta electrons have different sets of spatial orbitals.

The case $a=b$ is a useful check. The two terms add up to $\tfrac12\,a\otimes a$, as they should for two electrons in one orbital, which form a pure singlet.

## Trading spin exchange for orbital exchange

Exchanging labels twice restores them, so $P^2=1$ and $\Sigma^2=1$. The second identity gives the projector rules:

$$\Pi_S^2=\tfrac14(1-2\Sigma+\Sigma^2)=\tfrac12(1-\Sigma)=\Pi_S,\qquad \Pi_S\Pi_T=\tfrac14(1-\Sigma^2)=0.$$

The computation for $\Pi_T^2$ differs only in the sign of $\Sigma$, and the sum $\Pi_S+\Pi_T$ is 1 by inspection.

For the range of $\Pi_S$, the equation $\Pi_S\psi=\psi$ reads $\tfrac12(\psi_{st}-\psi_{ts})=\psi_{st}$ in components, which is the same as $\psi_{ts}=-\psi_{st}$. For $s=t$ this makes the component zero, and for $s\ne t$ it gives $\psi_{10}=-\psi_{01}$.

Next, collect the terms of the weighted operator:

$$c_s\Pi_S+c_t\Pi_T=\frac{c_s+c_t}{2}-\frac{c_s-c_t}{2}\,\Sigma.$$

This holds on every state. Antisymmetry enters only when $\Sigma$ is to be replaced by $P$. If $P\Sigma\psi=-\psi$, applying $P$ to both sides gives $\Sigma\psi=-P\psi$. Conversely, applying $P$ to $\Sigma\psi=-P\psi$ gives $P\Sigma\psi=-\psi$. A state is therefore fermionic exactly when $\Sigma\psi=-P\psi$.

Now compare the operator with its proposed orbital form:

$$(c_s\Pi_S+c_t\Pi_T)\psi-\left[\frac{c_s+c_t}{2}\psi+\frac{c_s-c_t}{2}P\psi\right]=-\frac{c_s-c_t}{2}\,(\Sigma\psi+P\psi).$$

When $c_s\neq c_t$, the right-hand side vanishes exactly when $\Sigma\psi=-P\psi$, which is to say when $\psi$ is fermionic. When the weights are equal, both forms are the same multiple of the identity and agree on every state, which is why the general theorem assumes `cs ≠ ct`. With $c_s=\tfrac12$ and $c_t=\tfrac14$ the coefficients are

$$\frac{1/2+1/4}{2}=\frac38,\qquad \frac{1/2-1/4}{2}=\frac18.$$

On a same-spin component the spin swap does nothing, so $(Q\psi)_{ss}=(\tfrac38-\tfrac18)\psi_{ss}=\tfrac14\psi_{ss}$.

For opposite spins, take orbitals $a,b$ with spin functions $\chi,\eta$. Their determinant $D$ has the components

$$D_{st}=\chi_s\eta_t\,a\otimes b-\eta_s\chi_t\,b\otimes a.$$

Full exchange gives

$$\tau(D_{ts})=\chi_t\eta_s\,b\otimes a-\eta_t\chi_s\,a\otimes b=-D_{st},$$

so $D$ is fermionic. With $\chi=(1,0)$ and $\eta=(0,1)$ one finds $D_{01}=a\otimes b$ and $D_{10}=-\,b\otimes a$. Hence

$$(QD)_{01}=\tfrac38D_{01}-\tfrac18D_{10}=\tfrac38\,a\otimes b+\tfrac18\,b\otimes a.$$

The beta-alpha component is essential here. The bare product of $a\alpha$ and $b\beta$, without antisymmetrisation, has the same alpha-beta component but no beta-alpha one, and $Q$ then leaves only $\tfrac38\,a\otimes b$ in the alpha-beta place.

## The same algebra in Lean

`spinSwap_spinSwap` is true by definition, since swapping two indices twice returns the same function. `spatialSwap_spatialSwap` needs an argument, because a general element of $V\otimes V$ is a sum of products. Its proof uses induction on tensors: it checks zero and a single product, then passes to sums by linearity.

In `spin_projectors`, the `simp only` call expands the projectors and replaces a double spin swap by the identity. The tactic `module` then compares the coefficients of $\psi$ and $\Sigma\psi$. The lemma `pairOperator_eq` collects terms in the same way.

The forward half of `singletProj_eq_self_iff` reads the fixed-point equation component by component: equal indices give zero, and $-2$ times the equation for $\psi_{10}$ gives the remaining relation. The reverse half first establishes $\psi_{ts}=-\psi_{st}$ for all four index pairs and then substitutes it.

`isFermionic_iff` is the step of applying $P$ to both sides, once in each direction. The main theorem, `pairOperator_spatial_iff`, begins by rewriting with `pairOperator_eq` and `isFermionic_iff`. In the forward direction, `linear_combination` cancels the identity parts, leaving $\tfrac{c_s-c_t}{2}\Sigma\psi=\tfrac{c_s-c_t}{2}(-P\psi)$. The factor is nonzero because the weights differ, and `smul_right_injective` removes it. In the reverse direction, $\Sigma\psi=-P\psi$ is substituted and `module` finishes.

`cuspOperator_spatial_iff` inserts the two weights and evaluates the fractions. `cuspOperator_same_spin` goes back to the form with $\Sigma$, where both terms contain the same component. `slater_isFermionic` carries out the exchange of the determinant shown above, for arbitrary spin functions.

The proof of `cuspOperator_opposite_spin` takes a slightly different route from the calculation by hand. Knowing that the determinant is fermionic, it replaces $Q$ by $\tfrac38+\tfrac18P$ and then needs only the component $D_{01}=a\otimes b$, which $P$ turns into $b\otimes a$.

## The scalar product of two electron spins

The general weights also yield a familiar exchange identity. In units of $\hbar^2$, the scalar product $\mathbf s_1\cdot\mathbf s_2$ of the two electron spins has the value $-\tfrac34$ on singlets and $\tfrac14$ on triplets. Setting $c_s=-\tfrac34$ and $c_t=\tfrac14$ in the derivation gives

$$\mathbf s_1\cdot\mathbf s_2\,\psi=-\tfrac14\psi-\tfrac12P\psi$$

exactly for fermionic $\psi$. The file defines no spin operators, so identifying the weighted operator with $\mathbf s_1\cdot\mathbf s_2$ rests on the usual angular-momentum calculation. On antisymmetric pairs, this scalar coupling of the spins can thus be written as a constant plus a multiple of the orbital exchange, by the same substitution that produces $3/8+P/8$.
